# With cubic cost, decoupling each of N atoms separately saves at most a factor N²

Take a diatomic molecule whose atoms carry $a$ and $b$ basis functions. Exact decoupling turns its four-component one-electron Hamiltonian into a two-component one for the electrons, using dense matrix operations whose cost grows as the cube of the basis size. One molecular decoupling costs $(a+b)^3$, in common units. Decoupling each atom separately instead is an approximation, and the two atomic decouplings cost $a^3+b^3$. Since

$$4(a^3+b^3)-(a+b)^3=3(a+b)(a-b)^2\ge 0,$$

the saving is at most a factor 4, reached only for $a=b$. With ten functions in all, the split 5+5 saves a factor 4, but 9+1 only $1000/730\approx1.37$.

## Bounds for N atoms

Let atom $A$ have $n_A\ge1$ functions, with $n=\sum_A n_A$ and $M=\max_A n_A$. A block of size $m$ costs $c\,m^3$, where $c>0$ is the work per cubed basis function (not the speed of light). It cancels from the saving $S=n^3/\sum_A n_A^3$.

**At most $N^2$.** Expanding each term gives

$$(Nn_A-n)^2(Nn_A+2n)=N^3n_A^3-3Nn^2n_A+2n^3.$$

Summing over the $N$ atoms,

$$\sum_A(Nn_A-n)^2(Nn_A+2n)=N^3\sum_A n_A^3-Nn^3.$$

The left side is non-negative, so $n^3\le N^2\sum_A n_A^3$, that is, $S\le N^2$. Equality makes every term vanish. As $Nn_A+2n>0$, every $n_A$ then equals $n/N$. Conversely, equal sizes give equality.

**Control by the largest atom.** From $n_A^3\le M^2n_A$ and $M\le n$,

$$M^3\le\sum_A n_A^3\le M^2n\le Mn^2,$$

and dividing $n^3$ by the sum of cubes gives $(n/M)^2\le S\le(n/M)^3$. For a single atom, all these bounds equal 1.

**The worst distribution.** Fix $N$ and $n$. Give every atom but one a single function, so that the remaining atom has $D=n-N+1$. In any other distribution $n_A-1\le\sum_B(n_B-1)=D-1$, hence $n_A\le D$ and

$$n_A^3-1=(n_A-1)(n_A^2+n_A+1)\le(n_A-1)(D^2+D+1).$$

Summing gives $\sum_A n_A^3-N\le(D-1)(D^2+D+1)=D^3-1$. The atomic cost is therefore at most $c(D^3+N-1)$, its value for the dominated distribution. The molecular cost is the same for all distributions, so the saving is least there.

## Costs as functions of the basis sizes

The atoms form a finite type `ι`, and $N$ is `Fintype.card ι`.

In Lean 4 with Mathlib:

```lean
import Mathlib

open Finset

namespace AtomicDecouplingCost

noncomputable section

variable {ι : Type*} [Fintype ι]
```

The cubic law is postulated, with one prefactor for all blocks.

```lean
/-- Cost of decoupling a block with `m` basis functions, cubic in `m` with prefactor `c`. -/
def cubicCost (c m : ℝ) : ℝ := c * m ^ 3
```

The map `size` gives the natural number $n_A$ for each atom. The molecular cost cubes the total.

```lean
/-- Cost of one decoupling in the full molecular basis. -/
def molecularCost (c : ℝ) (size : ι → ℕ) : ℝ := cubicCost c (∑ A, (size A : ℝ))
```

The atomic cost adds the separate cubes.

```lean
/-- Total cost of decoupling every atom separately in its own basis. -/
def atomicCost (c : ℝ) (size : ι → ℕ) : ℝ := ∑ A, cubicCost c (size A)
```

Their ratio is $S$.

```lean
/-- Saving factor: molecular cost divided by atomic cost, meant for a nonzero prefactor
and at least one atom with a nonempty basis. -/
def saving (c : ℝ) (size : ι → ℕ) : ℝ := molecularCost c size / atomicCost c size
```

## The gap as a sum of non-negative terms

The identity holds for arbitrary real `x A`. The auxiliary `h` is the one-term expansion above, and `simp only` sums it.

```lean
/-- The gap between the sum of cubes and the cube of the sum, suitably scaled by the number
of atoms, is a sum of squared deviations from the mean size with weights. -/
theorem cube_gap (x : ι → ℝ) :
    (Fintype.card ι : ℝ) ^ 3 * ∑ A, x A ^ 3 - Fintype.card ι * (∑ A, x A) ^ 3 =
      ∑ A, (Fintype.card ι * x A - ∑ B, x B) ^ 2 *
        (Fintype.card ι * x A + 2 * ∑ B, x B) := by
  have h : ∀ N n a : ℝ, (N * a - n) ^ 2 * (N * a + 2 * n) =
      N ^ 3 * a ^ 3 - 3 * N * n ^ 2 * a + 2 * n ^ 3 := by
    intro N n a
    ring
  simp only [h, sum_add_distrib, sum_sub_distrib, ← mul_sum, sum_const, card_univ,
    nsmul_eq_mul]
  ring
```

For non-negative sizes, `hterm` gives the sign of each term, and cancelling one factor $N$ yields the inequality. In the equality case a vanishing sum forces each term to vanish. Sizes may be zero here, so the weight could vanish instead of the deviation; `linarith` shows that $Nx_A=\sum_B x_B$ even then.

```lean
/-- For non-negative sizes, the cube of the total is at most the squared number of atoms times
the sum of cubes, with equality exactly when all sizes are equal. -/
theorem cube_sum_le (x : ι → ℝ) (hx : ∀ A, 0 ≤ x A) :
    (∑ A, x A) ^ 3 ≤ (Fintype.card ι : ℝ) ^ 2 * ∑ A, x A ^ 3 ∧
      ((∑ A, x A) ^ 3 = (Fintype.card ι : ℝ) ^ 2 * ∑ A, x A ^ 3 ↔ ∀ A B, x A = x B) := by
  rcases isEmpty_or_nonempty ι with hι | ⟨⟨A₀⟩⟩
  · simp
  have : Nonempty ι := ⟨A₀⟩
  have hN : (0 : ℝ) < Fintype.card ι := by exact_mod_cast Fintype.card_pos
  have hn : 0 ≤ ∑ A, x A := sum_nonneg fun A _ => hx A
  -- every term of the gap is non-negative
  have hterm : ∀ A ∈ (univ : Finset ι), 0 ≤ (Fintype.card ι * x A - ∑ B, x B) ^ 2 *
      (Fintype.card ι * x A + 2 * ∑ B, x B) := fun A _ =>
    mul_nonneg (sq_nonneg _)
      (add_nonneg (mul_nonneg hN.le (hx A)) (mul_nonneg zero_le_two hn))
  refine ⟨?_, fun h => ?_, fun h => ?_⟩
  · have hpos := sum_nonneg hterm
    rw [← cube_gap] at hpos
    refine le_of_mul_le_mul_left ?_ hN
    linear_combination hpos
  · -- a vanishing gap puts every atom at the mean size
    have hz : ∑ A, (Fintype.card ι * x A - ∑ B, x B) ^ 2 *
        (Fintype.card ι * x A + 2 * ∑ B, x B) = 0 := by
      rw [← cube_gap]
      linear_combination (-(Fintype.card ι : ℝ)) * h
    have key : ∀ A, (Fintype.card ι : ℝ) * x A = ∑ B, x B := by
      intro A
      have hA := mul_nonneg hN.le (hx A)
      rcases mul_eq_zero.1 ((sum_eq_zero_iff_of_nonneg hterm).1 hz A (mem_univ A)) with h1 | h1
      · exact sub_eq_zero.1 (pow_eq_zero_iff two_ne_zero |>.1 h1)
      · linarith
    intro A B
    exact mul_left_cancel₀ hN.ne' ((key A).trans (key B).symm)
  · obtain ⟨a, ha⟩ : ∃ a, ∀ A, x A = a := ⟨x A₀, fun A => h A A₀⟩
    simp only [ha, sum_const, card_univ, nsmul_eq_mul]
    ring
```

## Bounds on the saving

The next theorem is the chain $\sum_A n_A^3\le M^2n\le Mn^2$, with `A₀` the largest atom and $M$ its size.

```lean
/-- For non-negative sizes with largest atom `A₀`, the sum of cubes is at most the total times
the largest size squared, which is at most the total squared times the largest size. -/
theorem sum_cube_le (x : ι → ℝ) (hx : ∀ A, 0 ≤ x A) (A₀ : ι) (hmax : ∀ A, x A ≤ x A₀) :
    ∑ A, x A ^ 3 ≤ x A₀ ^ 2 * ∑ A, x A ∧
      x A₀ ^ 2 * ∑ A, x A ≤ (∑ A, x A) ^ 2 * x A₀ := by
  have hn : 0 ≤ ∑ A, x A := sum_nonneg fun A _ => hx A
  have hM : x A₀ ≤ ∑ A, x A := single_le_sum (fun A _ => hx A) (mem_univ A₀)
  constructor
  · rw [mul_sum]
    refine sum_le_sum fun A _ => ?_
    have h2 := pow_le_pow_left₀ (hx A) (hmax A) 2
    nlinarith [mul_le_mul_of_nonneg_right h2 (hx A)]
  · nlinarith [mul_le_mul_of_nonneg_left hM (mul_nonneg (hx A₀) hn)]
```

In `saving_bounds`, the step `hs` cancels the prefactor. The four conclusions are the two bounds in $n/M$, the bound $N^2$ and its equality case. The first two follow by cross-multiplication, the others from `cube_sum_le`.

```lean
/-- For positive basis sizes, largest atom `A₀` and positive prefactor, the saving lies between
the square and the cube of (total size / largest size). It is at most the squared number of
atoms, and reaches that value exactly when all sizes are equal. -/
theorem saving_bounds {c : ℝ} (hc : 0 < c) (size : ι → ℕ) (hpos : ∀ A, 0 < size A)
    (A₀ : ι) (hmax : ∀ A, size A ≤ size A₀) :
    ((∑ A, (size A : ℝ)) / size A₀) ^ 2 ≤ saving c size ∧
      saving c size ≤ ((∑ A, (size A : ℝ)) / size A₀) ^ 3 ∧
      saving c size ≤ (Fintype.card ι : ℝ) ^ 2 ∧
      (saving c size = (Fintype.card ι : ℝ) ^ 2 ↔ ∀ A B, size A = size B) := by
  have hx : ∀ A, (0 : ℝ) ≤ size A := fun A => Nat.cast_nonneg _
  have hn : 0 ≤ ∑ A, (size A : ℝ) := sum_nonneg fun A _ => hx A
  have hM : (0 : ℝ) < size A₀ := by exact_mod_cast hpos A₀
  have hMS : (size A₀ : ℝ) ^ 3 ≤ ∑ A, (size A : ℝ) ^ 3 :=
    single_le_sum (f := fun A => (size A : ℝ) ^ 3) (fun A _ => pow_nonneg (hx A) 3)
      (mem_univ A₀)
  have hS : 0 < ∑ A, (size A : ℝ) ^ 3 := lt_of_lt_of_le (pow_pos hM 3) hMS
  -- the prefactor cancels from the ratio
  have hs : saving c size = (∑ A, (size A : ℝ)) ^ 3 / ∑ A, (size A : ℝ) ^ 3 := by
    unfold saving molecularCost atomicCost cubicCost
    rw [← mul_sum, mul_div_mul_left _ _ hc.ne']
  obtain ⟨hle, heq⟩ := cube_sum_le (fun A => (size A : ℝ)) hx
  have hup := (sum_cube_le (fun A => (size A : ℝ)) hx A₀
    (fun A => Nat.cast_le.2 (hmax A))).1
  rw [hs]
  refine ⟨?_, ?_, ?_, ?_⟩
  · rw [div_pow, div_le_div_iff₀ (pow_pos hM 2) hS]
    nlinarith [mul_le_mul_of_nonneg_left hup (sq_nonneg (∑ A, (size A : ℝ)))]
  · rw [div_pow, div_le_div_iff₀ hS (pow_pos hM 3)]
    exact mul_le_mul_of_nonneg_left hMS (pow_nonneg hn 3)
  · rw [div_le_iff₀ hS]
    exact hle
  · rw [div_eq_iff hS.ne', heq]
    simp only [Nat.cast_inj]
```

## One dominant atom

Here `s` is any distribution with at least one function per atom, and `d` is the dominated one with the same total; $D$ is `d A₀`. The step `hterm` is the factorised bound, and `hsum` adds it over the atoms.

```lean
/-- At fixed number of atoms and fixed total basis size, with a non-negative prefactor and at
least one function per atom, the atomic cost is greatest when every atom except one has a
single basis function. -/
theorem atomicCost_le_dominant {c : ℝ} (hc : 0 ≤ c) (s d : ι → ℕ) (hs : ∀ A, 1 ≤ s A)
    (A₀ : ι) (hd : ∀ A, A ≠ A₀ → d A = 1) (htot : ∑ A, s A = ∑ A, d A) :
    atomicCost c s ≤ atomicCost c d := by
  have hY : ∑ A, ((s A : ℝ) - 1) = (d A₀ : ℝ) - 1 := by
    have h : ∑ A, (s A : ℝ) = ∑ A, (d A : ℝ) := by exact_mod_cast htot
    rw [sum_sub_distrib, h, ← sum_sub_distrib]
    exact sum_eq_single A₀ (fun A _ hA => by simp [hd A hA])
      (fun h => absurd (mem_univ _) h)
  have hD : ∑ A, ((d A : ℝ) ^ 3 - 1) = (d A₀ : ℝ) ^ 3 - 1 :=
    sum_eq_single A₀ (fun A _ hA => by simp [hd A hA]) (fun h => absurd (mem_univ _) h)
  have hy : ∀ A, 0 ≤ (s A : ℝ) - 1 := fun A => sub_nonneg.2 (by exact_mod_cast hs A)
  -- factor s³ - 1 and bound the quadratic factor by its value at the dominant atom
  have hterm : ∀ A, (s A : ℝ) ^ 3 - 1 ≤
      ((d A₀ : ℝ) ^ 2 + d A₀ + 1) * ((s A : ℝ) - 1) := by
    intro A
    have h0 : (s A : ℝ) - 1 ≤ ∑ B, ((s B : ℝ) - 1) :=
      single_le_sum (f := fun B => (s B : ℝ) - 1) (fun B _ => hy B) (mem_univ A)
    have h1 : (s A : ℝ) ≤ d A₀ := by linarith
    have h2 := pow_le_pow_left₀ (Nat.cast_nonneg (s A)) h1 2
    nlinarith [mul_le_mul_of_nonneg_left (add_le_add h2 h1) (hy A)]
  have hsum : ∑ A, ((s A : ℝ) ^ 3 - 1) ≤ ∑ A, ((d A : ℝ) ^ 3 - 1) := by
    refine (sum_le_sum fun A _ => hterm A).trans (le_of_eq ?_)
    rw [← mul_sum, hY, hD]
    ring
  rw [sum_sub_distrib, sum_sub_distrib] at hsum
  unfold atomicCost cubicCost
  rw [← mul_sum, ← mul_sum]
  exact mul_le_mul_of_nonneg_left (by linarith) hc

end

end AtomicDecouplingCost
```

```lean
#print axioms AtomicDecouplingCost.saving_bounds
#print axioms AtomicDecouplingCost.atomicCost_le_dominant
```

```
'AtomicDecouplingCost.saving_bounds' depends on axioms: [propext, Classical.choice, Quot.sound]
'AtomicDecouplingCost.atomicCost_le_dominant' depends on axioms: [propext, Classical.choice, Quot.sound]
```

If an atom in `s` may be empty, the last theorem fails: sizes 4 and 0 give a cubic sum of 64, while 3 and 1 give only 28.

In electronic-structure practice, the result limits what atomic decoupling can gain in a relativistic calculation if every atom is decoupled separately and run time follows the pure cubic law. The first condition matters: if one isolated-atom transformation is computed once and reused for $N$ identical atoms, the same cubic count gives a saving of $N^3$. The second, the step from counted cost to measured time, is an assumption: it ignores, for instance, the work of applying the atomic transformations to the interatomic blocks.
